# Bounds on products of Poisson ratios in an elastically stable crystal

After a calculation of elastic constants, for instance from total energies of strained cells, the stiffness matrix is inverted and the Poisson ratios are read off the compliance matrix. They can then be screened by multiplying them, in pairs and around a cycle of three axes, and comparing the products with fixed limits. Within linear elasticity, a product outside its limits shows that the computed compliance matrix is not both symmetric and positive definite. Products inside the limits do not prove that the matrix is positive definite. The problems below derive these limits.

## Compliance, energy and Poisson ratios

Let $\sigma$ be a list of stress components and $S$ the compliance matrix, so that the strain is $\varepsilon = S\sigma$. The stored energy density is

$$u(\sigma) = \tfrac12\,\sigma\cdot S\sigma .$$

In Lean 4 with Mathlib:

```lean
import Mathlib

open Matrix

namespace PoissonRatioBounds

noncomputable section

/-- Elastic energy density stored under the stress `σ` in a crystal with compliance `S`. -/
def energyDensity {n : Type*} [Fintype n] (S : Matrix n n ℝ) (σ : n → ℝ) : ℝ :=
  1 / 2 * (σ ⬝ᵥ S *ᵥ σ)
```

The index type `n` is any finite set. It can label the three normal stresses or all six Voigt components, with engineering shear strains so that $u$ keeps this form.

The crystal is called stable if $S$ is symmetric and $u(\sigma)>0$ for every $\sigma\neq0$. Symmetry reflects the existence of an elastic energy function, and positivity says that no homogeneous stress can be loaded at zero or negative energy cost. Both are assumed, not derived from a microscopic model, and instabilities at finite wavelength are not tested.

```lean
/-- A compliance matrix is stable if it is symmetric and every nonzero stress stores
positive elastic energy. -/
def IsStable {n : Type*} [Fintype n] (S : Matrix n n ℝ) : Prop :=
  S.IsSymm ∧ ∀ σ : n → ℝ, σ ≠ 0 → 0 < energyDensity S σ
```

Under uniaxial stress along $i$, the ratio of transverse contraction along $j$ to extension along $i$ is $-S_{ji}/S_{ii}$, which for symmetric $S$ equals $\nu_{ij} = -S_{ij}/S_{ii}$. The first index is the loading direction. In a Voigt matrix this is a Poisson ratio only when both indices label normal components.

```lean
/-- The Poisson ratio `ν_ij = -S_ij / S_ii`. -/
def poissonRatio {n : Type*} (S : Matrix n n ℝ) (i j : n) : ℝ :=
  -S i j / S i i
```

For three normal stresses, an isotropic solid with Poisson ratio $\nu$ has the following block, in units of the inverse Young modulus.

```lean
/-- Compliance block of an isotropic solid with Poisson ratio `ν`, in units of the inverse
Young modulus. -/
def isotropicCompliance (ν : ℝ) : Matrix (Fin 3) (Fin 3) ℝ :=
  !![1, -ν, -ν; -ν, 1, -ν; -ν, -ν, 1]
```

Numerical indices run over 0, 1, 2, as in the code.

## (a) Diagonal compliances

Show that in a stable crystal, for every $i$,

$$S_{ii}>0 .$$

**Solution.** Apply a unit stress along $i$ alone. Its energy density is $S_{ii}/2$, which is positive by stability.

```lean
variable {n : Type*} [Fintype n] [DecidableEq n] {S : Matrix n n ℝ}

/-- In a stable crystal the diagonal compliances are positive. -/
theorem compliance_diag_pos (h : IsStable S) (i : n) : 0 < S i i := by
  have h1 := h.2 (Pi.single i 1) (by simp)
  simpa [energyDensity] using h1
```

The unit stress is `Pi.single i 1`, and `simp` evaluates its energy.

## (b) A stress with three components

Let $k$ differ from $i$ and $j$, let $x,y$ be real and let $z>0$. Show that

$$x^2S_{ii}+y^2S_{jj}+z^2S_{kk}+2xyS_{ij}+2xzS_{ik}+2yzS_{jk}>0 .$$

**Solution.** Let $e_a$ be the unit stress along $a$ and take $\sigma = x e_i+y e_j+z e_k$. Its component along $k$ is $z\neq0$, so $\sigma\ne0$ and $2u(\sigma)>0$. Expand with $e_a\cdot Se_b=S_{ab}$ and combine the cross terms using $S_{ab}=S_{ba}$.

```lean
/-- Twice the energy of the stress `x e_i + y e_j + z e_k`, with `e_a` the unit stress along `a`,
written out using the symmetry of `S`, is positive when `z > 0` and `k` differs from `i` and `j`. -/
theorem triaxial_energy_pos (h : IsStable S) {i j k : n} (hik : i ≠ k) (hjk : j ≠ k)
    (x y : ℝ) {z : ℝ} (hz : 0 < z) :
    0 < x ^ 2 * S i i + y ^ 2 * S j j + z ^ 2 * S k k
      + 2 * x * y * S i j + 2 * x * z * S i k + 2 * y * z * S j k := by
  have e : ∀ a b : n, (Pi.single a 1 : n → ℝ) ⬝ᵥ S *ᵥ (Pi.single b 1 : n → ℝ) = S a b := by
    intro a b
    simp
  have h1 := h.2 (x • (Pi.single i 1 : n → ℝ) + y • (Pi.single j 1 : n → ℝ)
      + z • (Pi.single k 1 : n → ℝ)) (by
    intro h0
    have hz0 : z = 0 := by
      simpa [Pi.single_apply, hik.symm, hjk.symm] using congrFun h0 k
    exact hz.ne' hz0)
  simp only [energyDensity, Matrix.mulVec_add, Matrix.mulVec_smul, add_dotProduct,
    dotProduct_add, smul_dotProduct, dotProduct_smul, e, smul_eq_mul] at h1
  rw [h.1.apply i j, h.1.apply i k, h.1.apply j k] at h1
  linarith
```

The local statement `e` supplies the matrix elements, and the `rw` with `h.1.apply` uses the symmetry. The case $i=j$ is allowed, which helps in the next problem.

## (c) Two-by-two minors

For $i\neq j$, show that

$$S_{ii}S_{jj}-S_{ij}^2>0 .$$

**Solution.** Put $-S_{ij}$ along $i$ and $S_{ii}>0$ along $j$. Twice the energy is

$$S_{ij}^2S_{ii}+S_{ii}^2S_{jj}-2S_{ii}S_{ij}^2=S_{ii}\,(S_{ii}S_{jj}-S_{ij}^2)>0 .$$

Divide by $S_{ii}>0$.

```lean
/-- In a stable crystal `S_ij² < S_ii S_jj` for two different directions. -/
theorem compliance_minor_pos (h : IsStable S) {i j : n} (hij : i ≠ j) :
    0 < S i i * S j j - S i j ^ 2 := by
  have hi := compliance_diag_pos h i
  have h1 := triaxial_energy_pos h hij hij (-S i j) 0 hi
  have h2 : 0 < S i i * (S i i * S j j - S i j ^ 2) := by linarith
  exact (mul_pos_iff_of_pos_left hi).1 h2
```

Here (b) is applied with its first two directions both equal to $i$ and $y=0$.

## (d) The product for a pair of axes

For $i\neq j$, show that

$$0\le\nu_{ij}\nu_{ji}<1 .$$

**Solution.** By symmetry,

$$\nu_{ij}\nu_{ji}=\frac{S_{ij}^2}{S_{ii}S_{jj}} .$$

The numerator is non-negative and the denominator positive, which gives the lower bound. By (c) the numerator is smaller than the denominator, which gives the upper one.

```lean
/-- The product of the two Poisson ratios of a pair of different directions lies in `[0, 1)`. -/
theorem poisson_pair_bounds (h : IsStable S) {i j : n} (hij : i ≠ j) :
    0 ≤ poissonRatio S i j * poissonRatio S j i ∧
      poissonRatio S i j * poissonRatio S j i < 1 := by
  have hi := compliance_diag_pos h i
  have hj := compliance_diag_pos h j
  have hm := compliance_minor_pos h hij
  have e : poissonRatio S i j * poissonRatio S j i = S i j ^ 2 / (S i i * S j j) := by
    unfold poissonRatio
    rw [h.1.apply i j]
    ring
  rw [e]
  refine ⟨by positivity, ?_⟩
  rw [div_lt_one (mul_pos hi hj)]
  linarith
```

The equation `e` is the displayed fraction; `positivity` and `div_lt_one` settle the two bounds.

## (e) The determinant in terms of Poisson ratios

For distinct $i,j,k$, show that

$$1-\nu_{ij}\nu_{ji}-\nu_{jk}\nu_{kj}-\nu_{ki}\nu_{ik}-2\nu_{ij}\nu_{jk}\nu_{ki}>0 .$$

**Solution.** Write $m=S_{ii}S_{jj}-S_{ij}^2$ and choose in (b)

$$x=S_{ij}S_{jk}-S_{ik}S_{jj},\quad y=S_{ij}S_{ik}-S_{ii}S_{jk},\quad z=m>0 .$$

These are cofactors of the $3\times3$ block on $i,j,k$. The block therefore maps $(x,y,z)$ to $(0,0,D)$, where

$$D=S_{ii}S_{jj}S_{kk}+2S_{ij}S_{jk}S_{ik}-S_{ii}S_{jk}^2-S_{jj}S_{ik}^2-S_{kk}S_{ij}^2$$

is its determinant. Twice the energy is $mD>0$, so $D>0$. Now divide $D$ by $S_{ii}S_{jj}S_{kk}>0$. The squared terms become the pair products of (d). Since

$$\nu_{ij}\nu_{jk}\nu_{ki}=-\frac{S_{ij}S_{jk}S_{ik}}{S_{ii}S_{jj}S_{kk}},$$

the remaining term becomes $-2\nu_{ij}\nu_{jk}\nu_{ki}$.

```lean
/-- The stability inequality that links the Poisson ratios of three different directions. -/
theorem poisson_stability (h : IsStable S) {i j k : n} (hij : i ≠ j) (hjk : j ≠ k)
    (hik : i ≠ k) :
    0 < 1 - poissonRatio S i j * poissonRatio S j i - poissonRatio S j k * poissonRatio S k j
      - poissonRatio S k i * poissonRatio S i k
      - 2 * (poissonRatio S i j * poissonRatio S j k * poissonRatio S k i) := by
  have hi := compliance_diag_pos h i
  have hj := compliance_diag_pos h j
  have hk := compliance_diag_pos h k
  have hm := compliance_minor_pos h hij
  -- the test stress is a column of cofactors, so twice its energy is minor times determinant
  have h1 := triaxial_energy_pos h hik hjk (S i j * S j k - S i k * S j j)
    (S i j * S i k - S i i * S j k) hm
  have h2 : 0 < (S i i * S j j - S i j ^ 2) * (S i i * S j j * S k k
      + 2 * S i j * S j k * S i k - S i i * S j k ^ 2 - S j j * S i k ^ 2
      - S k k * S i j ^ 2) := by linarith
  have hD := (mul_pos_iff_of_pos_left hm).1 h2
  have h3 := div_pos hD (mul_pos (mul_pos hi hj) hk)
  have hi0 := hi.ne'
  have hj0 := hj.ne'
  have hk0 := hk.ne'
  -- the combination of Poisson ratios is the determinant over the product of the diagonal entries
  have e : 1 - poissonRatio S i j * poissonRatio S j i
      - poissonRatio S j k * poissonRatio S k j - poissonRatio S k i * poissonRatio S i k
      - 2 * (poissonRatio S i j * poissonRatio S j k * poissonRatio S k i)
      = (S i i * S j j * S k k + 2 * S i j * S j k * S i k - S i i * S j k ^ 2
        - S j j * S i k ^ 2 - S k k * S i j ^ 2) / (S i i * S j j * S k k) := by
    simp only [poissonRatio, h.1.apply i j, h.1.apply j k, h.1.apply i k]
    field_simp
    ring
  exact h3.trans_eq e.symm
```

In the code `h2` is $mD>0$, `hD` is $D>0$, and `e` is the division, checked by `field_simp` and `ring`.

## (f) The cyclic product

For distinct $i,j,k$, show that

$$-1<\nu_{ij}\nu_{jk}\nu_{ki}<\tfrac18 .$$

**Solution.** Let $p$ be the cyclic product and set $X=\nu_{ij}\nu_{ji}$, $Y=\nu_{jk}\nu_{kj}$, $Z=\nu_{ki}\nu_{ik}$. Symmetry of $S$ gives $p^2=XYZ$. By (d), $XYZ\le XY\le X<1$, so $p>-1$.

Suppose $p\ge\frac18$. Then (e) gives $X+Y+Z<1-2p\le\frac34$. The inequality of arithmetic and geometric means follows from

$$\begin{aligned}(X+Y+Z)^3-27XYZ={}&\tfrac12(X+Y+Z)\left[(X-Y)^2+(Y-Z)^2+(Z-X)^2\right]\\&+3\left[X(Y-Z)^2+Y(Z-X)^2+Z(X-Y)^2\right]\ge0 .\end{aligned}$$

Hence $27p^2\le(X+Y+Z)^3<\frac{27}{64}$, so $p^2<\frac1{64}$, which contradicts $p\ge\frac18$.

```lean
/-- In a stable crystal the cyclic product of Poisson ratios over three different directions
lies strictly between `-1` and `1/8`. -/
theorem poisson_cyclic_bounds (h : IsStable S) {i j k : n} (hij : i ≠ j) (hjk : j ≠ k)
    (hik : i ≠ k) :
    -1 < poissonRatio S i j * poissonRatio S j k * poissonRatio S k i ∧
      poissonRatio S i j * poissonRatio S j k * poissonRatio S k i < 1 / 8 := by
  obtain ⟨hX, hX1⟩ := poisson_pair_bounds h hij
  obtain ⟨hY, hY1⟩ := poisson_pair_bounds h hjk
  obtain ⟨hZ, hZ1⟩ := poisson_pair_bounds h hik.symm
  have hs := poisson_stability h hij hjk hik
  -- by symmetry of S the squared cyclic product is the product of the pair products
  have hp : (poissonRatio S i j * poissonRatio S j k * poissonRatio S k i) ^ 2
      = (poissonRatio S i j * poissonRatio S j i) * (poissonRatio S j k * poissonRatio S k j)
        * (poissonRatio S k i * poissonRatio S i k) := by
    simp only [poissonRatio, h.1.apply i j, h.1.apply j k, h.1.apply i k]
    ring
  generalize poissonRatio S i j * poissonRatio S j k * poissonRatio S k i = p at *
  generalize poissonRatio S i j * poissonRatio S j i = X at *
  generalize poissonRatio S j k * poissonRatio S k j = Y at *
  generalize poissonRatio S k i * poissonRatio S i k = Z at *
  constructor
  · have h1 : X * Y ≤ X := mul_le_of_le_one_right hX hY1.le
    have h2 : X * Y * Z ≤ X * Y := mul_le_of_le_one_right (mul_nonneg hX hY) hZ1.le
    by_contra hc
    nlinarith
  · by_contra hc
    have hc' : 1 / 8 ≤ p := not_lt.1 hc
    have hsum : 0 ≤ X + Y + Z := by positivity
    -- inequality of arithmetic and geometric means
    have amgm : 27 * (X * Y * Z) ≤ (X + Y + Z) ^ 3 := by
      nlinarith [mul_nonneg hsum (sq_nonneg (X - Y)), mul_nonneg hsum (sq_nonneg (Y - Z)),
        mul_nonneg hsum (sq_nonneg (Z - X)), mul_nonneg hX (sq_nonneg (Y - Z)),
        mul_nonneg hY (sq_nonneg (Z - X)), mul_nonneg hZ (sq_nonneg (X - Y))]
    have hlt : (X + Y + Z) ^ 3 < (3 / 4 : ℝ) ^ 3 :=
      pow_lt_pow_left₀ (by linarith) hsum (by norm_num)
    nlinarith
```

The `generalize` lines replace the products by `p`, `X`, `Y`, `Z`. The hints given to `nlinarith` for `amgm` are the non-negative terms of the identity above.

## (g) A nonzero triple of stresses

For $\sigma=(\sigma_0,\sigma_1,\sigma_2)\neq0$, show that

$$\sigma_0^2+\sigma_1^2+\sigma_2^2>0 .$$

**Solution.** If the sum were not positive, each square, being non-negative, would vanish, and so would $\sigma$.

```lean
/-- A nonzero triple of normal stresses has a positive sum of squares. -/
theorem sum_sq_pos {σ : Fin 3 → ℝ} (h : σ ≠ 0) : 0 < σ 0 ^ 2 + σ 1 ^ 2 + σ 2 ^ 2 := by
  by_contra hn
  have a0 := sq_nonneg (σ 0)
  have a1 := sq_nonneg (σ 1)
  have a2 := sq_nonneg (σ 2)
  have h0 : σ 0 = 0 := pow_eq_zero_iff two_ne_zero |>.1 (by linarith)
  have h1 : σ 1 = 0 := pow_eq_zero_iff two_ne_zero |>.1 (by linarith)
  have h2 : σ 2 = 0 := pow_eq_zero_iff two_ne_zero |>.1 (by linarith)
  apply h
  ext i
  fin_cases i <;> simp [h0, h1, h2]
```

## (h) Stable isotropic solids

Show that the isotropic block is stable whenever

$$-1<\nu<\tfrac12 .$$

**Solution.** The block is symmetric. With $q=\sigma_0^2+\sigma_1^2+\sigma_2^2$ and $s=\sigma_0+\sigma_1+\sigma_2$,

$$2u=(1+\nu)q-\nu s^2 .$$

For $\nu\le0$ the first term is positive by (g) and the second adds a non-negative amount. For $\nu\ge0$, rewrite the energy as

$$2u=(1-2\nu)q+\nu\left[(\sigma_0-\sigma_1)^2+(\sigma_1-\sigma_2)^2+(\sigma_2-\sigma_0)^2\right],$$

which is again positive.

```lean
/-- The isotropic compliance block, in units of the inverse Young modulus, is stable when `-1 < ν <
1/2`. -/
theorem isotropic_stable {ν : ℝ} (h1 : -1 < ν) (h2 : ν < 1 / 2) :
    IsStable (isotropicCompliance ν) := by
  refine ⟨Matrix.IsSymm.ext fun i j => ?_, fun σ hσ => ?_⟩
  · fin_cases i <;> fin_cases j <;> simp [isotropicCompliance]
  · have hq := sum_sq_pos hσ
    have e : energyDensity (isotropicCompliance ν) σ = 1 / 2 * ((1 + ν) *
        (σ 0 ^ 2 + σ 1 ^ 2 + σ 2 ^ 2) - ν * (σ 0 + σ 1 + σ 2) ^ 2) := by
      simp only [energyDensity, dotProduct, Matrix.mulVec, Fin.sum_univ_three]
      simp [isotropicCompliance]
      ring
    rw [e]
    rcases le_total ν 0 with hν | hν
    · nlinarith [mul_pos (by linarith : 0 < 1 + ν) hq,
        mul_nonneg (neg_nonneg.2 hν) (sq_nonneg (σ 0 + σ 1 + σ 2))]
    · nlinarith [mul_pos (by linarith : 0 < 1 - 2 * ν) hq,
        mul_nonneg hν (sq_nonneg (σ 0 - σ 1)), mul_nonneg hν (sq_nonneg (σ 1 - σ 2)),
        mul_nonneg hν (sq_nonneg (σ 2 - σ 0))]
```

The split `le_total ν 0` separates the two cases, and each `nlinarith` call receives the terms just named.

## (i) All values of the cyclic product

Show that a real number $t$ is the cyclic product of some stable $3\times3$ block exactly when it satisfies the bounds of (f):

$$\exists\,S\text{ stable},\ \nu_{01}\nu_{12}\nu_{20}=t\quad\Longleftrightarrow\quad-1<t<\tfrac18 .$$

**Solution.** The forward direction is (f). Conversely, an isotropic block has cyclic product $\nu^3$. This function is continuous and takes the values $-1$ and $\frac18$ at $\nu=-1$ and $\nu=\frac12$. By the intermediate value theorem some $\nu$ strictly between these ends has $\nu^3=t$, and its block is stable by (h).

```lean
/-- The values of `ν₀₁ ν₁₂ ν₂₀` attained by stable normal compliance blocks are exactly the numbers
strictly between `-1` and `1/8`. -/
theorem poisson_cyclic_range (t : ℝ) :
    (∃ S : Matrix (Fin 3) (Fin 3) ℝ, IsStable S ∧
      poissonRatio S 0 1 * poissonRatio S 1 2 * poissonRatio S 2 0 = t) ↔
      -1 < t ∧ t < 1 / 8 := by
  constructor
  · rintro ⟨S, hS, rfl⟩
    exact poisson_cyclic_bounds hS (by decide) (by decide) (by decide)
  · rintro ⟨h1, h2⟩
    have hm : t ∈ Set.Ioo ((-1 : ℝ) ^ 3) ((1 / 2 : ℝ) ^ 3) :=
      ⟨by norm_num; linarith, by norm_num; linarith⟩
    -- an isotropic solid has cyclic product ν³
    have hc : ContinuousOn (fun x : ℝ => x ^ 3) (Set.Icc (-1) (1 / 2)) :=
      (continuous_pow 3).continuousOn
    obtain ⟨ν, hν, hνt⟩ := intermediate_value_Ioo (by norm_num) hc hm
    refine ⟨isotropicCompliance ν, isotropic_stable hν.1 hν.2, ?_⟩
    rw [← hνt]
    simp [poissonRatio, isotropicCompliance]
    ring
```

The theorem `intermediate_value_Ioo` supplies a $\nu$ in the open interval, as (h) requires.

## (j) A single Poisson ratio

Show that one ratio alone is unrestricted: for every real $v$ there is a stable $3\times3$ block with

$$\nu_{01}=v .$$

**Solution.** Take

$$S=\begin{pmatrix}1&-v&0\\-v&v^2+1&0\\0&0&1\end{pmatrix}.$$

It is symmetric and has $\nu_{01}=v$. Completing the square gives

$$2u=(\sigma_0-v\sigma_1)^2+\sigma_1^2+\sigma_2^2 .$$

This vanishes only if $\sigma_1=\sigma_2=0$ and then $\sigma_0=0$, so every nonzero stress has positive energy.

```lean
/-- Every real number is the Poisson ratio `ν₀₁` of some stable normal compliance block. -/
theorem poisson_single_unbounded (v : ℝ) :
    ∃ S : Matrix (Fin 3) (Fin 3) ℝ, IsStable S ∧ poissonRatio S 0 1 = v := by
  refine ⟨!![1, -v, 0; -v, v ^ 2 + 1, 0; 0, 0, 1],
    ⟨Matrix.IsSymm.ext fun i j => ?_, fun σ hσ => ?_⟩, by simp [poissonRatio]⟩
  · fin_cases i <;> fin_cases j <;> simp
  · have hq := sum_sq_pos hσ
    -- complete the square in the first stress component
    have e : energyDensity !![1, -v, 0; -v, v ^ 2 + 1, 0; 0, 0, 1] σ
        = 1 / 2 * ((σ 0 - v * σ 1) ^ 2 + σ 1 ^ 2 + σ 2 ^ 2) := by
      simp only [energyDensity, dotProduct, Matrix.mulVec, Fin.sum_univ_three]
      simp
      ring
    rw [e]
    by_cases h1 : σ 1 = 0
    · rw [h1] at hq ⊢
      nlinarith
    · have h3 : 0 < σ 1 ^ 2 := by positivity
      nlinarith [sq_nonneg (σ 0 - v * σ 1), sq_nonneg (σ 2)]

end

end PoissonRatioBounds
```

The equation `e` is the completed square, and the proof then separates $\sigma_1=0$ from $\sigma_1\neq0$. The block is a mathematical example; no material with these compliances is claimed to exist.

```lean
#print axioms PoissonRatioBounds.poisson_cyclic_bounds
#print axioms PoissonRatioBounds.poisson_cyclic_range
#print axioms PoissonRatioBounds.poisson_single_unbounded
```

```
'PoissonRatioBounds.poisson_cyclic_bounds' depends on axioms: [propext, Classical.choice, Quot.sound]
'PoissonRatioBounds.poisson_cyclic_range' depends on axioms: [propext, Classical.choice, Quot.sound]
'PoissonRatioBounds.poisson_single_unbounded' depends on axioms: [propext, Classical.choice, Quot.sound]
```
